# A half-filled tight-binding ring of 4n sites is unstable to bond alternation

Identical atoms sit on a ring, joined by equal bonds, with one mobile electron per atom. If the atoms shift so that short and long bonds alternate, the lattice pays an elastic cost while the electronic levels move. Can a stiff enough lattice keep the bonds equal?

## The ring and its energy

The electrons do not interact and are at zero temperature, and spin enters only through double occupation of levels.

```lean
import Mathlib

open Matrix

namespace PeierlsRing

noncomputable section
```

The energy $E$ is defined from the spectrum alone. The eigenvalues are the roots of the characteristic polynomial, with multiplicity; part (e) connects this definition with half filling.

```lean
/-- Minus the sum of the absolute values of the eigenvalues of `H`, counted with multiplicity. -/
def halfFilledEnergy {m : Type*} [Fintype m] [DecidableEq m] (H : Matrix m m ℂ) : ℝ :=
  -(H.charpoly.roots.map (fun z => ‖z‖)).sum
```

The ring has $N$ two-site cells, labelled by integers modulo $N$. With real $t$ and $d$, the first-sublattice site of cell $i$ is coupled to the second-sublattice site of cell $j$ by
$$Q_{ij}=t(1+d)\,\delta_{j,i}+t(1-d)\,\delta_{j,i+1}.$$
The single parameter $d$ describes the distortion, and the hoppings are taken to be linear in it.

```lean
/-- Hoppings between the sublattices: `t(1+d)` inside a cell, and `t(1-d)` from the
first-sublattice site of a cell to the second-sublattice site of the next cell. -/
def bondMatrix (N : ℕ) (t d : ℝ) : Matrix (ZMod N) (ZMod N) ℂ :=
  of fun i j => (if j = i then ((t * (1 + d) : ℝ) : ℂ) else 0) +
    (if j = i + 1 then ((t * (1 - d) : ℝ) : ℂ) else 0)
```

The Hamiltonian $H$ has off-diagonal blocks $Q$ and $Q^\dagger$, and no on-site energies.

```lean
/-- The Hamiltonian of a ring of `N` two-site cells with alternating hoppings. -/
def ringHamiltonian (N : ℕ) (t d : ℝ) : Matrix (ZMod N ⊕ ZMod N) (ZMod N ⊕ ZMod N) ℂ :=
  fromBlocks 0 (bondMatrix N t d) (bondMatrix N t d)ᴴ 0
```

Let $\chi(k)=e^{2\pi i k/N}$, which is `ZMod.stdAddChar k` in Lean. The Bloch amplitude is $q_k=t(1+d)+t(1-d)\chi(k)$.

```lean
/-- The hopping amplitude between the two sublattices at crystal momentum `k`. -/
def blochAmplitude (N : ℕ) [NeZero N] (t d : ℝ) (k : ZMod N) : ℂ :=
  ((t * (1 + d) : ℝ) : ℂ) + ((t * (1 - d) : ℝ) : ℂ) * ZMod.stdAddChar k
```

The plane waves form the matrix $F_{jk}=\chi(jk)/\sqrt N$.

```lean
/-- The matrix whose columns are the normalised plane waves on `N` cells, for `N` nonzero. -/
def planeWaves (N : ℕ) [NeZero N] : Matrix (ZMod N) (ZMod N) ℂ :=
  of fun j k => ZMod.stdAddChar (j * k) / ((√(N : ℝ) : ℝ) : ℂ)
```

## (a) A diagonal matrix

Show that the levels of a diagonal matrix, with multiplicity, are its entries:
$$\operatorname{spec}\,\mathrm{diag}(v)=\{v_i\}.$$

**Solution.** The characteristic polynomial is $\det(X-\mathrm{diag}(v))=\prod_i(X-v_i)$, whose roots are the $v_i$. The Lean proof computes the same determinant and reads off the roots.

```lean
/-- The eigenvalues of a diagonal matrix, with multiplicity, are its diagonal entries. -/
theorem diagonal_levels {m : Type*} [Fintype m] [DecidableEq m] (v : m → ℂ) :
    (diagonal v).charpoly.roots = Finset.univ.val.map v := by
  have h : charmatrix (diagonal v) =
      diagonal fun i => Polynomial.X - Polynomial.C (v i) := by
    refine Matrix.ext fun i j => ?_
    by_cases hij : i = j
    · subst hij
      simp [charmatrix_apply_eq]
    · simp [charmatrix_apply_ne _ _ _ hij, diagonal_apply_ne _ hij]
  have e : ∏ i, (Polynomial.X - Polynomial.C (v i)) =
      ((Finset.univ.val.map v).map fun a => Polynomial.X - Polynomial.C a).prod := by
    rw [Multiset.map_map]
    rfl
  rw [Matrix.charpoly, h, det_diagonal, e, Polynomial.roots_multiset_prod_X_sub_C]
```

## (b) Two sublattices

Let $A,B$ be unitary and $S=\mathrm{diag}(\sigma)$ with real $\sigma_k$, such that $QB=AS$. Show that
$$\operatorname{spec}\begin{pmatrix}0&Q\\Q^\dagger&0\end{pmatrix}=\{\sigma_k\}\cup\{-\sigma_k\},$$
counted with multiplicity.

**Solution.** From $A^\dagger QB=S$, the adjoint gives $B^\dagger Q^\dagger A=S$, so $Q^\dagger A=BS$ (`hR`). Put
$$V=\begin{pmatrix}A&A\\B&-B\end{pmatrix},\qquad D=\begin{pmatrix}S&0\\0&-S\end{pmatrix}.$$
Then
$$HV=\begin{pmatrix}AS&-AS\\BS&BS\end{pmatrix}=VD.$$
The columns of $V$ have norm $\sqrt2$, so the normalised eigenvectors are those of $V/\sqrt2$, and $V^{-1}=V^\dagger/2$ is the code's `W`. Hence $H=VDV^{-1}$ has the characteristic polynomial of $D$, and (a) finishes the proof.

```lean
/-- If unitary matrices `A`, `B` bring the intersublattice block `Q` to the real diagonal form
`σ`, the levels of the bipartite Hamiltonian are `σ` and `-σ`. -/
theorem bipartite_levels {m : Type*} [Fintype m] [DecidableEq m] (Q A B : Matrix m m ℂ)
    (σ : m → ℝ) (hA : Aᴴ * A = 1) (hB : Bᴴ * B = 1)
    (hQ : Q * B = A * diagonal fun k => (σ k : ℂ)) :
    (fromBlocks 0 Q Qᴴ 0).charpoly.roots =
      Finset.univ.val.map (Sum.elim (fun k => (σ k : ℂ)) (fun k => -(σ k : ℂ))) := by
  set S : Matrix m m ℂ := diagonal fun k => (σ k : ℂ) with hS
  have hSH : Sᴴ = S := by
    rw [hS, diagonal_conjTranspose]
    congr 1
    funext k
    simp
  have hBB : B * Bᴴ = 1 := mul_eq_one_comm.mp hB
  have hR : Qᴴ * A = B * S := by
    have h1 : Aᴴ * (Q * B) = S := by rw [hQ, ← Matrix.mul_assoc, hA, Matrix.one_mul]
    have h2 : Bᴴ * (Qᴴ * A) = S := by
      have h := congrArg conjTranspose h1
      rw [conjTranspose_mul, conjTranspose_mul, conjTranspose_conjTranspose, hSH,
        Matrix.mul_assoc] at h
      exact h
    rw [← h2, ← Matrix.mul_assoc, hBB, Matrix.one_mul]
  -- bonding and antibonding combinations diagonalise the Hamiltonian
  let V := fromBlocks A A B (-B)
  let W := fromBlocks ((1 / 2 : ℂ) • Aᴴ) ((1 / 2 : ℂ) • Bᴴ) ((1 / 2 : ℂ) • Aᴴ)
    (-((1 / 2 : ℂ) • Bᴴ))
  let D := fromBlocks S 0 0 (-S)
  have hWV : W * V = 1 := by
    simp only [W, V, fromBlocks_multiply, Matrix.smul_mul, Matrix.neg_mul, Matrix.mul_neg,
      hA, hB]
    rw [← fromBlocks_one]
    congr 1 <;> module
  have hVW : V * W = 1 := mul_eq_one_comm.mp hWV
  have hHV : fromBlocks 0 Q Qᴴ 0 * V = V * D := by
    simp only [V, D, fromBlocks_multiply, Matrix.zero_mul, Matrix.mul_zero, zero_add, add_zero,
      Matrix.mul_neg, Matrix.neg_mul, neg_neg, neg_zero, hQ, hR]
  have hD : D = diagonal (Sum.elim (fun k => (σ k : ℂ)) (fun k => -(σ k : ℂ))) := by
    simp only [D, hS]
    rw [Matrix.diagonal_neg, fromBlocks_diagonal]
  have hc : (fromBlocks 0 Q Qᴴ 0).charpoly = D.charpoly := by
    calc (fromBlocks 0 Q Qᴴ 0).charpoly = (V * (D * W)).charpoly := by
          rw [← Matrix.mul_assoc, ← hHV, Matrix.mul_assoc, hVW, Matrix.mul_one]
      _ = (D * W * V).charpoly := Matrix.charpoly_mul_comm _ _
      _ = D.charpoly := by rw [Matrix.mul_assoc, hWV, Matrix.mul_one]
  rw [hc, hD, diagonal_levels]
```

## (c) Plane waves

Show that $F^\dagger F=1$.

**Solution.** We have
$$(F^\dagger F)_{kl}=\frac1N\sum_j\chi(j(l-k)).$$
For $k=l$ every term is 1 and the result is 1. Otherwise the geometric sum over the roots of unity vanishes. In Lean, `AddChar.sum_mulShift` supplies this sum.

```lean
/-- The normalised plane waves are orthonormal. -/
theorem planeWaves_unitary (N : ℕ) [NeZero N] : (planeWaves N)ᴴ * planeWaves N = 1 := by
  refine Matrix.ext fun k l => ?_
  have hN : ((√(N : ℝ) : ℝ) : ℂ) * ((√(N : ℝ) : ℝ) : ℂ) = (N : ℂ) := by
    rw [← Complex.ofReal_mul, Real.mul_self_sqrt (Nat.cast_nonneg N)]
    simp
  have hN0 : (N : ℂ) ≠ 0 := Nat.cast_ne_zero.mpr (NeZero.ne N)
  have term : ∀ j, (planeWaves N)ᴴ k j * planeWaves N j l =
      ZMod.stdAddChar (j * (l - k)) / (N : ℂ) := by
    intro j
    have e : j * (l - k) = -(j * k) + j * l := by ring
    rw [e, AddChar.map_add_eq_mul, AddChar.map_neg_eq_conj, ← hN]
    simp only [conjTranspose_apply, planeWaves, of_apply, Complex.star_def, map_div₀,
      Complex.conj_ofReal]
    rw [div_mul_div_comm]
  rw [mul_apply, Finset.sum_congr rfl (fun j _ => term j), ← Finset.sum_div,
    AddChar.sum_mulShift _ (ZMod.isPrimitive_stdAddChar N)]
  by_cases h : k = l
  · subst h
    simp [ZMod.card, hN0]
  · simp [h, sub_eq_zero, Ne.symm h]
```

## (d) The levels of the ring

Show that, with multiplicity,
$$\operatorname{spec}H=\{|q_k|\}\cup\{-|q_k|\}.$$

**Solution.** Since $\chi((i+1)k)=\chi(ik)\chi(k)$,
$$(QF)_{ik}=t(1+d)F_{ik}+t(1-d)F_{i+1,k}=F_{ik}\,q_k.$$
Write $q_k=u_k|q_k|$ with $|u_k|=1$. Then $A=F\,\mathrm{diag}(u)$ and $B=F$ are unitary and satisfy $QB=A\,\mathrm{diag}(|q|)$, so (b) applies. The code follows this route, with `hQF` for the first step and `hphase` for the phases.

```lean
/-- The levels of the ring are plus and minus the modulus of the Bloch amplitude at each
crystal momentum. -/
theorem ring_levels (N : ℕ) [NeZero N] (t d : ℝ) :
    (ringHamiltonian N t d).charpoly.roots = Finset.univ.val.map
      (Sum.elim (fun k => ((‖blochAmplitude N t d k‖ : ℝ) : ℂ))
        (fun k => -((‖blochAmplitude N t d k‖ : ℝ) : ℂ))) := by
  have hF := planeWaves_unitary N
  have hQF : bondMatrix N t d * planeWaves N =
      planeWaves N * diagonal (blochAmplitude N t d) := by
    refine Matrix.ext fun i k => ?_
    rw [mul_diagonal, mul_apply]
    simp only [bondMatrix, of_apply, add_mul, ite_mul, zero_mul, Finset.sum_add_distrib,
      Finset.sum_ite_eq', Finset.mem_univ, if_true, planeWaves, blochAmplitude,
      AddChar.map_add_eq_mul, one_mul]
    ring
  -- split each amplitude into a phase and a modulus
  have hphase : ∀ k, ∃ u : ℂ, ‖u‖ = 1 ∧
      u * ((‖blochAmplitude N t d k‖ : ℝ) : ℂ) = blochAmplitude N t d k := fun k =>
    ⟨Complex.exp (Complex.arg (blochAmplitude N t d k) * Complex.I),
      Complex.norm_exp_ofReal_mul_I _, by
        rw [mul_comm]
        exact Complex.norm_mul_exp_arg_mul_I _⟩
  choose u hu hq using hphase
  have huu : ∀ k, star (u k) * u k = 1 := by
    intro k
    rw [Complex.star_def, Complex.conj_mul', hu]
    simp
  refine bipartite_levels _ (planeWaves N * diagonal u) (planeWaves N) _ ?_ hF ?_
  · rw [conjTranspose_mul, Matrix.mul_assoc, ← Matrix.mul_assoc (planeWaves N)ᴴ, hF,
      Matrix.one_mul, diagonal_conjTranspose, diagonal_mul_diagonal]
    simp only [Pi.star_apply, huu, diagonal_one]
  · rw [hQF, Matrix.mul_assoc, diagonal_mul_diagonal]
    simp only [hq]
```

## (e) The half-filled energy

Show that
$$E=-2\sum_k|q_k|.$$

**Solution.** Each $k$ contributes two levels of modulus $|q_k|$ to the sum of absolute values. This is the half-filled energy: $2N$ electrons on $2N$ sites doubly occupy the $N$ levels $-|q_k|$.

```lean
/-- The half-filled energy is minus twice the sum of the moduli of the Bloch amplitudes. -/
theorem energy_eq (N : ℕ) [NeZero N] (t d : ℝ) :
    halfFilledEnergy (ringHamiltonian N t d) = -2 * ∑ k, ‖blochAmplitude N t d k‖ := by
  rw [halfFilledEnergy, ring_levels, Multiset.map_map]
  change -(∑ x, ‖Sum.elim (fun k => ((‖blochAmplitude N t d k‖ : ℝ) : ℂ))
    (fun k => -((‖blochAmplitude N t d k‖ : ℝ) : ℂ)) x‖) = _
  rw [Fintype.sum_sum_type]
  simp only [Sum.elim_inl, Sum.elim_inr, norm_neg, Complex.norm_real, norm_norm]
  ring
```

## (f) How distortion moves a level

Show that
$$|q_k(d)|^2=|q_k(0)|^2+2t^2d^2\,(1-\operatorname{Re}\chi(k)).$$

**Solution.** With $c=\operatorname{Re}\chi(k)$ and $|\chi(k)|=1$,
$$|q_k(d)|^2=t^2\left[(1+d)^2+(1-d)^2+2(1-d^2)c\right]=2t^2(1+c)+2t^2d^2(1-c).$$
The first term is the value at $d=0$. In Lean, `hz` states $|\chi(k)|^2=1$ in components, and `linear_combination` does the algebra.

```lean
/-- The distortion adds `2t²d²(1 - Re χ(k))` to the squared level at momentum `k`, where `χ(k)`
is the Bloch phase from one cell to the next. -/
theorem level_sq (N : ℕ) [NeZero N] (t d : ℝ) (k : ZMod N) :
    ‖blochAmplitude N t d k‖ ^ 2 = ‖blochAmplitude N t 0 k‖ ^ 2 +
      2 * t ^ 2 * d ^ 2 * (1 - (ZMod.stdAddChar k : ℂ).re) := by
  have hz : (ZMod.stdAddChar k : ℂ).re * (ZMod.stdAddChar k : ℂ).re +
      (ZMod.stdAddChar k : ℂ).im * (ZMod.stdAddChar k : ℂ).im = 1 := by
    rw [← Complex.normSq_apply, ← Complex.sq_norm, AddChar.norm_apply, one_pow]
  simp only [Complex.sq_norm, Complex.normSq_apply, blochAmplitude, Complex.add_re,
    Complex.add_im, Complex.mul_re, Complex.mul_im, Complex.ofReal_re, Complex.ofReal_im]
  linear_combination (t ^ 2 * (1 - d) ^ 2 - t ^ 2) * hz
```

## (g) The zone boundary

Now take $N=2n$ with $n\ge1$, so that the ring has $4n$ sites. Show that
$$|q_n|=2|t||d|.$$

**Solution.** Here $\chi(n)=e^{i\pi}=-1$, so $q_n=t(1+d)-t(1-d)=2td$.

```lean
/-- In a ring of `4n` sites the level at the zone boundary `k = n` has modulus `2|t||d|`. -/
theorem zone_boundary_level (n : ℕ) [NeZero n] (t d : ℝ) :
    ‖blochAmplitude (2 * n) t d (n : ZMod (2 * n))‖ = 2 * |t| * |d| := by
  have hn : (n : ℂ) ≠ 0 := Nat.cast_ne_zero.mpr (NeZero.ne n)
  have h : ZMod.stdAddChar (((n : ℤ)) : ZMod (2 * n)) =
      Complex.exp (2 * Real.pi * Complex.I * (n : ℤ) / ((2 * n : ℕ) : ℂ)) :=
    ZMod.stdAddChar_coe _
  have e : 2 * (Real.pi : ℂ) * Complex.I * (n : ℂ) / (2 * (n : ℂ)) =
      Real.pi * Complex.I := by
    field_simp
  push_cast at h
  rw [e, Complex.exp_pi_mul_I] at h
  have hq : blochAmplitude (2 * n) t d (n : ZMod (2 * n)) = ((2 * t * d : ℝ) : ℂ) := by
    rw [blochAmplitude, h]
    push_cast
    ring
  rw [hq, Complex.norm_real, Real.norm_eq_abs, abs_mul, abs_mul, abs_two]
```

## (h) The electronic gain

Show that for all real $t$ and $d$
$$E(d)\le E(0)-4|t||d|.$$

**Solution.** Because $\operatorname{Re}\chi(k)\le1$, part (f) gives $|q_k(d)|\ge|q_k(0)|$ for every $k$ (`mono`). A sum of non-negative differences is at least any one of its terms, so by (g)
$$\sum_k\bigl(|q_k(d)|-|q_k(0)|\bigr)\ge 2|t||d|.$$
Multiplying by $-2$ and using (e) gives the claim.

```lean
/-- Bond alternation `d` lowers the half-filled energy of a ring of `4n` sites by at least
`4|t||d|`. -/
theorem peierls_gain (n : ℕ) [NeZero n] (t d : ℝ) :
    halfFilledEnergy (ringHamiltonian (2 * n) t d) ≤
      halfFilledEnergy (ringHamiltonian (2 * n) t 0) - 4 * |t| * |d| := by
  have mono : ∀ k, ‖blochAmplitude (2 * n) t 0 k‖ ≤ ‖blochAmplitude (2 * n) t d k‖ := by
    intro k
    have hre : (ZMod.stdAddChar k : ℂ).re ≤ 1 :=
      (Complex.re_le_norm _).trans_eq (AddChar.norm_apply _ _)
    have hpos : 0 ≤ 2 * t ^ 2 * d ^ 2 * (1 - (ZMod.stdAddChar k : ℂ).re) :=
      mul_nonneg (by positivity) (sub_nonneg.mpr hre)
    refine (pow_le_pow_iff_left₀ (norm_nonneg _) (norm_nonneg _) two_ne_zero).mp ?_
    linarith [level_sq (2 * n) t d k]
  -- keep only the zone-boundary term of the energy gain
  have hs := Finset.single_le_sum
    (f := fun k => ‖blochAmplitude (2 * n) t d k‖ - ‖blochAmplitude (2 * n) t 0 k‖)
    (fun k _ => sub_nonneg.mpr (mono k)) (Finset.mem_univ (n : ZMod (2 * n)))
  simp only [zone_boundary_level, Finset.sum_sub_distrib, abs_zero, mul_zero, sub_zero] at hs
  rw [energy_eq, energy_eq]
  linarith
```

The bound is for the whole ring. Per site it is $|t||d|/n$, which fades as the ring grows, so it does not settle Peierls' question for the infinite chain. Rings of $4n+2$ sites are not covered either.

## (i) Adding the lattice

The constant $K$ stands for the stiffness of the lattice against alternation. Show that for $t\ne0$ and every real $K$
$$d=0\ \text{is not a local minimum of}\ E(d)+Kd^2.$$

**Solution.** Given any radius $\varepsilon>0$, choose $0<d<\varepsilon$ with $d(|K|+1)\le2|t|$. Then $Kd^2\le2|t|d<4|t|d$, so by (h) the total energy at $d$ lies below that at 0. The Lean proof assumes a local minimum, extracts $\varepsilon$ and reaches a contradiction with this $d$.

```lean
/-- For nonzero hopping and any elastic constant `K`, the undistorted ring of `4n` sites is not
a local minimum of the electronic plus elastic energy. -/
theorem peierls_instability (n : ℕ) [NeZero n] (t K : ℝ) (ht : t ≠ 0) :
    ¬ IsLocalMin
      (fun d : ℝ => halfFilledEnergy (ringHamiltonian (2 * n) t d) + K * d ^ 2) 0 := by
  intro hmin
  obtain ⟨ε, hε, hball⟩ := Metric.eventually_nhds_iff.mp hmin
  have htp : 0 < |t| := abs_pos.mpr ht
  have hKp : 0 < |K| + 1 := by positivity
  -- a distortion small enough for the linear gain to beat the elastic cost
  obtain ⟨d, hd, hdε, hdK⟩ : ∃ d : ℝ, 0 < d ∧ d < ε ∧ d * (|K| + 1) ≤ 2 * |t| :=
    ⟨min (ε / 2) (2 * |t| / (|K| + 1)), lt_min (by positivity) (by positivity),
      (min_le_left _ _).trans_lt (by linarith), (le_div_iff₀ hKp).mp (min_le_right _ _)⟩
  have h : halfFilledEnergy (ringHamiltonian (2 * n) t 0) + K * 0 ^ 2 ≤
      halfFilledEnergy (ringHamiltonian (2 * n) t d) + K * d ^ 2 :=
    hball (by rw [Real.dist_eq, sub_zero, abs_of_pos hd]; exact hdε)
  have hg := peierls_gain n t d
  rw [abs_of_pos hd] at hg
  have hK : K * d ≤ 2 * |t| := by
    linarith [mul_le_mul_of_nonneg_right (le_abs_self K) hd.le]
  have hKd := mul_le_mul_of_nonneg_right hK hd.le
  have htd : 0 < |t| * d := mul_pos htp hd
  nlinarith
```

In geometry optimisation with this non-interacting, one-parameter model and the lowest levels doubly occupied, the equal-bond ring of $4n$ sites is therefore never a stable relaxed structure. The result does not cover the fractional occupations of thermal smearing.

## (j) Four sites

Show that for $n=1$ the bound in (h) is attained:
$$E(d)=E(0)-4|t||d|.$$

**Solution.** There are two momenta. At $k=0$, $q_0=2t$ does not depend on $d$; at $k=1$, (g) gives $|q_1|=2|t||d|$. Hence $E(d)=-4|t|-4|t||d|$.

```lean
/-- In the four-site ring the energy gain is exactly `4|t||d|`. -/
theorem four_site_gain (t d : ℝ) :
    halfFilledEnergy (ringHamiltonian 2 t d) =
      halfFilledEnergy (ringHamiltonian 2 t 0) - 4 * |t| * |d| := by
  have hE : ∀ x : ℝ, halfFilledEnergy (ringHamiltonian 2 t x) =
      -2 * (‖((2 * t : ℝ) : ℂ)‖ + 2 * |t| * |x|) := by
    intro x
    have h0 : blochAmplitude 2 t x 0 = ((2 * t : ℝ) : ℂ) := by
      rw [blochAmplitude, AddChar.map_zero_eq_one]
      push_cast
      ring
    have h1 : ‖blochAmplitude 2 t x 1‖ = 2 * |t| * |x| := by
      have h := zone_boundary_level 1 t x
      rw [Nat.cast_one] at h
      exact h
    have hsum : ∑ k, ‖blochAmplitude 2 t x k‖ =
        ‖blochAmplitude 2 t x 0‖ + ‖blochAmplitude 2 t x 1‖ :=
      Fin.sum_univ_two (fun k : Fin 2 => ‖blochAmplitude 2 t x k‖)
    rw [energy_eq, hsum, h0, h1]
  rw [hE, hE, abs_zero]
  ring

end

end PeierlsRing
```

```lean
#print axioms PeierlsRing.peierls_gain
#print axioms PeierlsRing.peierls_instability
#print axioms PeierlsRing.four_site_gain
```

```
'PeierlsRing.peierls_gain' depends on axioms: [propext, Classical.choice, Quot.sound]
'PeierlsRing.peierls_instability' depends on axioms: [propext, Classical.choice, Quot.sound]
'PeierlsRing.four_site_gain' depends on axioms: [propext, Classical.choice, Quot.sound]
```

## Eight sites in numbers

Take $n=2$, $t=1$ and $d=0.1$. The phases $\chi(k)$ are $1,i,-1,-i$, so the moduli $|q_k|$ are $2,\sqrt{2.02},0.2,\sqrt{2.02}$, and $E(0.1)\approx-10.085$. Without distortion they are $2,\sqrt2,0,\sqrt2$, and $E(0)\approx-9.657$. The gain is about $0.428$, above the guaranteed $0.4$.

With $K=100$ the elastic cost at $d=0.1$ is $1$, and the distortion does not pay. At $d=0.01$ the cost is only $0.01$, against a gain of at least $0.04$.
